# Embedding in a finite non-orthogonal basis, with a two-site eigenvector whose Mulliken weight on one site is −1/13

## Dividing orbitals, not space

We divide the basis orbitals, rather than physical space, into a region $A$ and an environment $B$. Orbitals of $A$ may overlap those of $B$, so the coupling between the two contains the overlap matrix $S$ as well as the Hamiltonian $H$. With
$$W=ES-H,$$
the off-diagonal block is $W_{AB}=ES_{AB}-H_{AB}$. The Green function is $G=W^{-1}$ where this inverse exists.

In Lean, the finite index types `m` and `n` label the orbitals of $A$ and $B$, and matrices are indexed by `m ⊕ n`. `secular E H S` is $W$, `toBlocks₁₁` takes its $AA$ block, and `embedded` is
$$K=W_{AA}-W_{AB}W_{BB}^{-1}W_{BA}.$$

The energy $E$ is complex, so a real energy shifted by $i\eta$ with $\eta>0$, as in the retarded Green function, is allowed. The general embedding theorems need neither Hermitian $H$ nor positive definite $S$. They apply to one-particle surface and contact models with a finite environment; the limit of a semi-infinite substrate is not treated.

## Eliminating the environment

Assume that $W_{BB}$ is invertible, written `IsUnit` in Lean: $E$ is not a generalized eigenvalue of the isolated environment. `green_function_embedding` states that $W$ is invertible exactly when $K$ is, and that then $G_{AA}$ is the two-sided inverse of $K$.

The first column of blocks in $WG=1$ reads
$$W_{AA}G_{AA}+W_{AB}G_{BA}=1,\qquad W_{BA}G_{AA}+W_{BB}G_{BA}=0.$$
The second equation gives $G_{BA}=-W_{BB}^{-1}W_{BA}G_{AA}$, and the first becomes $KG_{AA}=1$. For finite square matrices, $G_{AA}K=1$ follows.

For the equivalence, multiply out
$$W=\begin{pmatrix}1&W_{AB}W_{BB}^{-1}\\0&1\end{pmatrix}
\begin{pmatrix}K&0\\0&W_{BB}\end{pmatrix}
\begin{pmatrix}1&0\\W_{BB}^{-1}W_{BA}&1\end{pmatrix}.$$
The outer factors are invertible, so $W$ is invertible exactly when $K$ is.

The condition on $W_{BB}$ matters. Take $S=1$, $E=0$ and $H=\begin{pmatrix}0&-1\\-1&0\end{pmatrix}$. Then $W=\begin{pmatrix}0&1\\1&0\end{pmatrix}$ is its own inverse, but $W_{BB}=0$ and $G_{AA}=0$. No matrix has this $G_{AA}$ as its inverse.

## Recovering the eigenvector

Write $c=(a,b)$, in Lean `Sum.elim a b`. The equation $Hc=ESc$ is $Wc=0$, or
$$W_{AA}a+W_{AB}b=0,\qquad W_{BA}a+W_{BB}b=0.$$
The second row is equivalent to $b=-W_{BB}^{-1}W_{BA}a$. Substitution turns the first into $Ka=0$, and both steps can be reversed. This is `eigenvector_iff_embedded`. It admits $c=0$; a nonzero $c$ corresponds to a nonzero $a$.

## A negative Mulliken weight

The Mulliken population of orbital $i$ in a single vector is $p_i=\operatorname{Re}(c_i^*(Sc)_i)$. Its weight is $w_i=p_i/N$, with $N=\operatorname{Re}(c^\dagger Sc)$. Since $\sum_i p_i=N$, the weights sum to one when $N\ne0$. For $S=1$, $p_i=|c_i|^2$.

Now let
$$H=\begin{pmatrix}-6&-1\\-1&3/2\end{pmatrix},\qquad S=\begin{pmatrix}1&1/2\\1/2&1\end{pmatrix}.$$
Both are Hermitian, and $S$ is positive definite:
$$x^\dagger Sx=|x_1+x_2/2|^2+\tfrac34|x_2|^2.$$
At $E=2$,
$$W=\begin{pmatrix}8&2\\2&1/2\end{pmatrix},\qquad K=8-2\cdot2\cdot2=0.$$
Choosing $a=1$ gives $b=-2\cdot2=-4$. Directly, $Sc=(-1,-7/2)$ and $Hc=(-2,-7)=2Sc$.

Here $p_1=-1$, $p_2=14$ and $N=13$, so the weights are $-1/13$ and $14/13$. They are also the populations of the normalised vector $(1,-4)/\sqrt{13}$. In this two-site model, a Mulliken weight therefore cannot be read as a probability, even though the overlap matrix is admissible.

```lean
import Mathlib

open Matrix

namespace NonorthogonalEmbedding

noncomputable section

variable {m n : Type*} [Fintype m] [DecidableEq m] [Fintype n] [DecidableEq n]

/-- The secular matrix `W = E S - H` of a Hamiltonian `H` in a basis with overlap matrix `S`. -/
def secular {k : Type*} (E : ℂ) (H S : Matrix k k ℂ) : Matrix k k ℂ := E • S - H

/-- The embedded matrix `W_AA - W_AB W_BB⁻¹ W_BA` of region A, for an invertible environment
block `W_BB`. -/
def embedded (W : Matrix (m ⊕ n) (m ⊕ n) ℂ) : Matrix m m ℂ :=
  W.toBlocks₁₁ - W.toBlocks₁₂ * W.toBlocks₂₂⁻¹ * W.toBlocks₂₁

/-- The Mulliken gross population of orbital `i`: the real part of `c_i* (S c)_i`. -/
def mullikenPopulation {k : Type*} [Fintype k] (S : Matrix k k ℂ) (c : k → ℂ) (i : k) : ℝ :=
  (star (c i) * (S *ᵥ c) i).re

/-- The Mulliken weight of orbital `i`: its population divided by the real part of `c† S c`,
for vectors where the latter is nonzero. -/
def mullikenWeight {k : Type*} [Fintype k] (S : Matrix k k ℂ) (c : k → ℂ) (i : k) : ℝ :=
  mullikenPopulation S c i / (star c ⬝ᵥ (S *ᵥ c)).re

/-- If `W G = 1` and the environment block of `W` is invertible, then eliminating the environment
leaves the embedded matrix times the AA block of `G` equal to one. -/
theorem embedded_mul_block (W G : Matrix (m ⊕ n) (m ⊕ n) ℂ)
    (hB : IsUnit W.toBlocks₂₂) (h : W * G = 1) : embedded W * G.toBlocks₁₁ = 1 := by
  rw [← fromBlocks_toBlocks W, ← fromBlocks_toBlocks G, fromBlocks_multiply,
    ← fromBlocks_one, fromBlocks_inj] at h
  obtain ⟨h1, -, h3, -⟩ := h
  have hi : W.toBlocks₂₂⁻¹ * W.toBlocks₂₂ = 1 :=
    nonsing_inv_mul _ ((isUnit_iff_isUnit_det _).1 hB)
  -- the BA equation expresses `G_BA` through `G_AA`
  have h21 : G.toBlocks₂₁ = -(W.toBlocks₂₂⁻¹ * (W.toBlocks₂₁ * G.toBlocks₁₁)) := by
    calc G.toBlocks₂₁
        = W.toBlocks₂₂⁻¹ * (W.toBlocks₂₁ * G.toBlocks₁₁ + W.toBlocks₂₂ * G.toBlocks₂₁)
          - W.toBlocks₂₂⁻¹ * (W.toBlocks₂₁ * G.toBlocks₁₁) := by
          rw [Matrix.mul_add, ← Matrix.mul_assoc W.toBlocks₂₂⁻¹ W.toBlocks₂₂, hi,
            Matrix.one_mul]
          abel
      _ = _ := by rw [h3, Matrix.mul_zero, zero_sub]
  rw [h21, Matrix.mul_neg, ← sub_eq_add_neg] at h1
  simp only [embedded, Matrix.sub_mul, Matrix.mul_assoc]
  exact h1

/-- Embedding in a non-orthogonal basis: if the environment block of `W = E S - H` is invertible,
then `W` is invertible exactly when the embedded matrix is, and in that case the AA block
of `W⁻¹` is the two-sided inverse of the embedded matrix. -/
theorem green_function_embedding (E : ℂ) (H S : Matrix (m ⊕ n) (m ⊕ n) ℂ)
    (hB : IsUnit (secular E H S).toBlocks₂₂) :
    (IsUnit (secular E H S) ↔ IsUnit (embedded (secular E H S))) ∧
    (IsUnit (secular E H S) →
      embedded (secular E H S) * ((secular E H S)⁻¹).toBlocks₁₁ = 1 ∧
      ((secular E H S)⁻¹).toBlocks₁₁ * embedded (secular E H S) = 1) := by
  generalize secular E H S = W at hB ⊢
  constructor
  · let := hB.invertible
    have h := isUnit_fromBlocks_iff_of_invertible₂₂ (A := W.toBlocks₁₁) (B := W.toBlocks₁₂)
      (C := W.toBlocks₂₁) (D := W.toBlocks₂₂)
    rw [fromBlocks_toBlocks, invOf_eq_nonsing_inv] at h
    exact h
  · intro hW
    have h := embedded_mul_block W W⁻¹ hB
      (mul_nonsing_inv W ((isUnit_iff_isUnit_det _).1 hW))
    exact ⟨h, mul_eq_one_comm.1 h⟩

omit [DecidableEq m] in
/-- If the environment block of `W = E S - H` is invertible, then `c = (a, b)` solves
`H c = E S c` exactly when the embedded matrix annihilates `a` and `b = -W_BB⁻¹ W_BA a`. -/
theorem eigenvector_iff_embedded (E : ℂ) (H S : Matrix (m ⊕ n) (m ⊕ n) ℂ)
    (hB : IsUnit (secular E H S).toBlocks₂₂) (a : m → ℂ) (b : n → ℂ) :
    H *ᵥ Sum.elim a b = E • (S *ᵥ Sum.elim a b) ↔
      embedded (secular E H S) *ᵥ a = 0 ∧
      b = -((secular E H S).toBlocks₂₂⁻¹ *ᵥ ((secular E H S).toBlocks₂₁ *ᵥ a)) := by
  have hW : H *ᵥ Sum.elim a b = E • (S *ᵥ Sum.elim a b) ↔
      secular E H S *ᵥ Sum.elim a b = 0 := by
    rw [secular, sub_mulVec, smul_mulVec, sub_eq_zero]
    exact ⟨fun h => h.symm, fun h => h.symm⟩
  rw [hW]
  generalize secular E H S = W at hB ⊢
  have hdet := (isUnit_iff_isUnit_det _).1 hB
  have hs : W *ᵥ Sum.elim a b = Sum.elim (W.toBlocks₁₁ *ᵥ a + W.toBlocks₁₂ *ᵥ b)
      (W.toBlocks₂₁ *ᵥ a + W.toBlocks₂₂ *ᵥ b) := by
    conv_lhs => rw [← fromBlocks_toBlocks W]
    rw [fromBlocks_mulVec, Sum.elim_comp_inl, Sum.elim_comp_inr]
  have he : embedded W *ᵥ a = W.toBlocks₁₁ *ᵥ a
      - W.toBlocks₁₂ *ᵥ (W.toBlocks₂₂⁻¹ *ᵥ (W.toBlocks₂₁ *ᵥ a)) := by
    simp only [embedded, sub_mulVec, ← mulVec_mulVec]
  constructor
  · intro h
    have h' := hs.symm.trans h
    have h1 : W.toBlocks₁₁ *ᵥ a + W.toBlocks₁₂ *ᵥ b = 0 :=
      funext fun i => congrFun h' (Sum.inl i)
    have h2 : W.toBlocks₂₁ *ᵥ a + W.toBlocks₂₂ *ᵥ b = 0 :=
      funext fun i => congrFun h' (Sum.inr i)
    -- solve the environment rows for `b`
    have hb : b = -(W.toBlocks₂₂⁻¹ *ᵥ (W.toBlocks₂₁ *ᵥ a)) := by
      calc b = W.toBlocks₂₂⁻¹ *ᵥ (W.toBlocks₂₂ *ᵥ b) := by
            rw [mulVec_mulVec, nonsing_inv_mul _ hdet, one_mulVec]
        _ = _ := by rw [eq_neg_of_add_eq_zero_right h2, mulVec_neg]
    refine ⟨?_, hb⟩
    rw [hb, mulVec_neg, ← sub_eq_add_neg] at h1
    rw [he, h1]
  · rintro ⟨h1, hb⟩
    have e1 : W.toBlocks₁₁ *ᵥ a + W.toBlocks₁₂ *ᵥ b = 0 := by
      rw [hb, mulVec_neg, ← sub_eq_add_neg, ← he, h1]
    have e2 : W.toBlocks₂₁ *ᵥ a + W.toBlocks₂₂ *ᵥ b = 0 := by
      rw [hb, mulVec_neg, mulVec_mulVec, mul_nonsing_inv _ hdet, one_mulVec, add_neg_cancel]
    rw [hs, e1, e2]
    funext i
    cases i <;> rfl

omit [DecidableEq m] in
/-- The Mulliken weights of all orbitals add up to one if the real part of `c† S c` is nonzero. -/
theorem sum_mullikenWeight (S : Matrix m m ℂ) (c : m → ℂ)
    (h : (star c ⬝ᵥ (S *ᵥ c)).re ≠ 0) : ∑ i, mullikenWeight S c i = 1 := by
  have hsum : ∑ i, mullikenPopulation S c i = (star c ⬝ᵥ (S *ᵥ c)).re := by
    simp only [mullikenPopulation, dotProduct, Complex.re_sum, Pi.star_apply]
  simp only [mullikenWeight]
  rw [← Finset.sum_div, hsum, div_self h]

/-- In an orthonormal basis the Mulliken population of an orbital is `|c_i|²`. -/
theorem mullikenPopulation_orthonormal (c : m → ℂ) (i : m) :
    mullikenPopulation 1 c i = ‖c i‖ ^ 2 := by
  rw [mullikenPopulation, one_mulVec, Complex.sq_norm, Complex.normSq_apply]
  simp [Complex.mul_re]

/-- The Hamiltonian `[[-6, -1], [-1, 3/2]]` of a two-site model. -/
def twoSiteH : Matrix (Fin 1 ⊕ Fin 1) (Fin 1 ⊕ Fin 1) ℂ :=
  fromBlocks !![-6] !![-1] !![-1] !![3 / 2]

/-- The overlap matrix `[[1, 1/2], [1/2, 1]]` of the two-site model. -/
def twoSiteS : Matrix (Fin 1 ⊕ Fin 1) (Fin 1 ⊕ Fin 1) ℂ :=
  fromBlocks !![1] !![1 / 2] !![1 / 2] !![1]

/-- The two-site Hamiltonian and overlap matrix are Hermitian, and `x† S x` has positive real
part for every nonzero `x`. -/
theorem twoSite_admissible : twoSiteH.IsHermitian ∧ twoSiteS.IsHermitian ∧
    ∀ x : Fin 1 ⊕ Fin 1 → ℂ, x ≠ 0 → 0 < (star x ⬝ᵥ (twoSiteS *ᵥ x)).re := by
  refine ⟨?_, ?_, fun x hx => ?_⟩
  · ext i j
    rcases i with i | i <;> rcases j with j | j <;> fin_cases i <;> fin_cases j <;>
      simp [twoSiteH]
  · ext i j
    rcases i with i | i <;> rcases j with j | j <;> fin_cases i <;> fin_cases j <;>
      simp [twoSiteS]
  · -- complete the square
    have key : (star x ⬝ᵥ (twoSiteS *ᵥ x)).re =
        ((x (Sum.inl 0)).re + (x (Sum.inr 0)).re / 2) ^ 2
        + ((x (Sum.inl 0)).im + (x (Sum.inr 0)).im / 2) ^ 2
        + 3 / 4 * ((x (Sum.inr 0)).re ^ 2 + (x (Sum.inr 0)).im ^ 2) := by
      simp [twoSiteS, mulVec, dotProduct, Fintype.sum_sum_type, Complex.mul_re, Complex.mul_im]
      ring
    rw [key]
    by_contra hn
    apply hx
    have h1 : (x (Sum.inr 0)).re = 0 := by
      apply pow_eq_zero_iff (two_ne_zero) |>.1
      nlinarith [sq_nonneg ((x (Sum.inl 0)).re + (x (Sum.inr 0)).re / 2),
        sq_nonneg ((x (Sum.inl 0)).im + (x (Sum.inr 0)).im / 2),
        sq_nonneg (x (Sum.inr 0)).re, sq_nonneg (x (Sum.inr 0)).im]
    have h2 : (x (Sum.inr 0)).im = 0 := by
      apply pow_eq_zero_iff (two_ne_zero) |>.1
      nlinarith [sq_nonneg ((x (Sum.inl 0)).re + (x (Sum.inr 0)).re / 2),
        sq_nonneg ((x (Sum.inl 0)).im + (x (Sum.inr 0)).im / 2),
        sq_nonneg (x (Sum.inr 0)).re, sq_nonneg (x (Sum.inr 0)).im]
    rw [h1, h2] at hn
    have h3 : (x (Sum.inl 0)).re = 0 := by
      apply pow_eq_zero_iff (two_ne_zero) |>.1
      nlinarith [sq_nonneg (x (Sum.inl 0)).re, sq_nonneg (x (Sum.inl 0)).im]
    have h4 : (x (Sum.inl 0)).im = 0 := by
      apply pow_eq_zero_iff (two_ne_zero) |>.1
      nlinarith [sq_nonneg (x (Sum.inl 0)).re, sq_nonneg (x (Sum.inl 0)).im]
    funext i
    rcases i with i | i <;> fin_cases i
    · exact Complex.ext h3 h4
    · exact Complex.ext h1 h2

/-- At `E = 2` the environment block of the two-site model is invertible and the embedded
matrix of site one vanishes. -/
theorem twoSite_embedded : IsUnit (secular 2 twoSiteH twoSiteS).toBlocks₂₂ ∧
    embedded (secular 2 twoSiteH twoSiteS) = 0 := by
  have hmul : (secular 2 twoSiteH twoSiteS).toBlocks₂₂ * !![(2 : ℂ)] = 1 := by
    ext i j
    fin_cases i; fin_cases j
    simp [secular, twoSiteH, twoSiteS, toBlocks₂₂, Matrix.mul_apply]
    norm_num
  refine ⟨(isUnit_iff_isUnit_det _).2 (isUnit_det_of_right_inverse hmul), ?_⟩
  rw [embedded, inv_eq_right_inv hmul]
  ext i j
  fin_cases i; fin_cases j
  simp [secular, twoSiteH, twoSiteS, toBlocks₁₁, toBlocks₁₂, toBlocks₂₁, Matrix.mul_apply]
  norm_num

/-- The vector `c = (1, -4)` solves `H c = 2 S c` in the two-site model, and its Mulliken weight
on site one is `-1/13`. -/
theorem twoSite_negative_weight :
    twoSiteH *ᵥ Sum.elim ![1] ![-4] = (2 : ℂ) • (twoSiteS *ᵥ Sum.elim ![1] ![-4]) ∧
    mullikenWeight twoSiteS (Sum.elim ![1] ![-4]) (Sum.inl 0) = -1 / 13 := by
  constructor
  · funext i
    rcases i with i | i <;> fin_cases i <;>
      simp [twoSiteH, twoSiteS, mulVec, dotProduct, Fintype.sum_sum_type] <;> norm_num
  · simp [mullikenWeight, mullikenPopulation, twoSiteS, mulVec, dotProduct,
      Fintype.sum_sum_type]
    norm_num

end

end NonorthogonalEmbedding
```

```lean
#print axioms NonorthogonalEmbedding.green_function_embedding
#print axioms NonorthogonalEmbedding.twoSite_admissible
#print axioms NonorthogonalEmbedding.twoSite_embedded
#print axioms NonorthogonalEmbedding.twoSite_negative_weight
```

```
'NonorthogonalEmbedding.green_function_embedding' depends on axioms: [propext, Classical.choice, Quot.sound]
'NonorthogonalEmbedding.twoSite_admissible' depends on axioms: [propext, Classical.choice, Quot.sound]
'NonorthogonalEmbedding.twoSite_embedded' depends on axioms: [propext, Classical.choice, Quot.sound]
'NonorthogonalEmbedding.twoSite_negative_weight' depends on axioms: [propext, Classical.choice, Quot.sound]
```

## From block equations to Lean

`embedded_mul_block` splits $WG=1$ into its blocks with `fromBlocks_multiply` and `fromBlocks_inj`. Its step `h21` solves for $G_{BA}$. `green_function_embedding` takes the equivalence from Mathlib's Schur complement criterion, and `mul_eq_one_comm` supplies the second product.

In `eigenvector_iff_embedded`, `hs` writes out the two block rows and `hb` solves the environment row; the reverse direction substitutes $b$ back. `sum_mullikenWeight` adds the populations before dividing by $N$, and `mullikenPopulation_orthonormal` handles $S=1$.

For the two-site model, `twoSite_admissible` checks Hermiticity entry by entry. Its identity `key` completes the square, and `nlinarith` shows that a nonpositive value would force every component to vanish. `twoSite_embedded` exhibits $2$ as the inverse of $W_{BB}=1/2$ before evaluating $K$. `twoSite_negative_weight` checks the eigenvector equation by components and computes the weight on `Sum.inl 0`, which is site one.
